# With no matrix elements across the node, the fixed-node pocket energy bounds the lowest odd-state energy from above on a finite configuration space

## Reading an excited-state energy from one side of the node

In a fixed-node diffusion Monte Carlo calculation of an excited state, one chooses a trial function with the symmetry of the wanted state and forbids the walkers to cross its node, so that each walker stays on one side. For a state that is odd under a two-fold symmetry, the resulting energy is read as an upper bound on the lowest odd-state energy. The last step needs an argument. A function that lives on one side of the node is neither even nor odd, so the ordinary variational principle, applied to it directly, bounds only the overall ground-state energy.

The argument is to subtract the function's mirror image. This gives an odd function, and its energy is unchanged if the Hamiltonian does not connect the two sides of the node. The result below supports the bound for a finite configuration space and a single two-fold symmetry.

## The model and its two energies

Let $X$ be a finite set of configurations and $H$ a real matrix on it. Let $P$ be an involution of $X$, for example a spatial inversion, acting on functions by $(Pf)(x)=f(Px)$. The trial function $t$ is real and odd, $t(Px)=-t(x)$. The Rayleigh quotient of a nonzero real function $f$ is

$$R[f]=\frac{E[f]}{N[f]},\qquad E[f]=\sum_{x,y} f(x)H_{xy}f(y),\qquad N[f]=\sum_x f(x)^2 .$$

In Lean, `energy` is the unnormalised form $E[f]$ and `rayleigh` is $R[f]$, the energy of the normalised state. The structure `FixedNode H P t` collects four hypotheses:

- `invol`: $P$ is an involution.
- `invariant`: $H_{Px,Py}=H_{xy}$, so the Hamiltonian has the symmetry.
- `odd`: $t$ is odd.
- `noCross`: $H_{xy}=0$ whenever $t(x)t(y)<0$.

The last one stands for the locality of the kinetic energy. On a grid with nearest-neighbour hops it holds if no site with $t>0$ is a neighbour of a site with $t<0$. A nonlocal pseudopotential can violate it.

`InPocket t f` says that $f$ is nonzero only where $t>0$. The word "pocket" here means the whole positive region, whereas textbooks usually mean one connected part of it. A function supported in one such part also satisfies `InPocket`.

`pocketEnergy H t` is the infimum of $R$ over nonzero pocket functions, and `oddEnergy H P` is the infimum over nonzero odd functions. Symmetry of $H$ is not assumed. In the fixed-node setting with $H$ symmetric and $t\neq0$, `oddEnergy` is the familiar lowest eigenvalue among odd states.

## What is proved

`rayleigh_antisymm` states that, in the fixed-node setting, every nonzero pocket function $f$ gives a function $f-Pf$ that is odd, nonzero and has the same Rayleigh quotient.

`oddEnergy_le_pocketEnergy` draws the conclusion for $t\neq 0$:

$$E_{\text{odd}}\le E_{\text{pocket}} .$$

The condition $t\ne0$ ensures that pocket functions exist; Lean would otherwise assign the value 0 to the infimum of an empty set.

`pocketEnergy_exact` gives equality if some nonzero odd function attains $E_{\text{odd}}$ and vanishes wherever $t$ vanishes. The existence of such a minimiser is a hypothesis.

The step from this model to an electronic-structure calculation is the passage from a finite set to continuous configuration space, where the node is a surface and the kinetic energy a differential operator. The odd sector is also defined by $P$ alone: for several electrons, antisymmetry under all exchanges would be a further restriction.

## Antisymmetrising a pocket function

Let $f$ be a nonzero pocket function.

**No overlap.** If $f(x)$ and $f(Px)$ were both nonzero, then $t(x)>0$ and $t(Px)=-t(x)>0$, which is impossible. Hence $f(x)f(Px)=0$ for all $x$.

**Odd and nonzero.** Since $P^2=1$, the value of $f-Pf$ at $Px$ is $f(Px)-f(x)$, so the function is odd. At a site where $f(x)\neq0$ we have $f(Px)=0$, so $f-Pf$ equals $f(x)\ne0$ there.

**Norm.** The cross term in the square vanishes, and relabelling the sites by $P$ gives

$$N[f-Pf]=\sum_x\left(f(x)^2+f(Px)^2\right)=2N[f].$$

**Energy.** Expanding $E[f-Pf]$ produces the cross terms $-f(x)H_{xy}f(Py)$ and $-f(Px)H_{xy}f(y)$. If both function values in the first are nonzero, then $t(x)>0$ and $t(y)=-t(Py)<0$, so $H_{xy}=0$. The second vanishes in the same way with the signs exchanged. With the invariance of $H$,

$$E[f-Pf]=\sum_{x,y}\left(f(x)H_{xy}f(y)+f(Px)H_{Px,Py}f(Py)\right)=2E[f].$$

The factors of 2 cancel, and $R[f-Pf]=R[f]$.

## From quotients to the bound, and when it is exact

Every value of $R$ on the pocket is thus also a value on the odd sector. To compare the infima, we need a lower bound on $R$ and a nonzero pocket function.

For the first, $2|f(x)f(y)|\le f(x)^2+f(y)^2\le 2N[f]$, so $E[f]\ge -N[f]\sum_{x,y}|H_{xy}|$ and $R[f]\ge-\sum_{x,y}|H_{xy}|$.

For the second, take $\max(t,0)$. If it were zero, then $t(x)\le0$ and $-t(x)=t(Px)\le0$ for every $x$, so $t=0$. This proves the bound.

For the equality, let $g$ be the odd minimiser, and let $f$ equal $g$ where $t>0$ and zero elsewhere. Then $f-Pf=g$ at every site:

- If $t(x)>0$, then $f(x)=g(x)$ and $f(Px)=0$.
- If $t(x)<0$, then $f(x)=0$ and $f(Px)=g(Px)=-g(x)$.
- If $t(x)=0$, then $f(x)=f(Px)=0$, and $g(x)=0$ by hypothesis.

Since $g\neq0$, also $f\ne0$. Therefore $E_{\text{pocket}}\le R[f]=R[g]=E_{\text{odd}}$, which together with the bound gives equality.

## The Lean file

```lean
import Mathlib

open Finset

namespace FixedNodeExcitedState

noncomputable section

variable {X : Type*} [Fintype X]

/-- The energy form `⟨f, H f⟩` of a real function on a finite configuration space. -/
def energy (H : Matrix X X ℝ) (f : X → ℝ) : ℝ := ∑ x, ∑ y, f x * H x y * f y

/-- The Rayleigh quotient `⟨f, H f⟩ / ⟨f, f⟩`, meant for nonzero `f`. -/
def rayleigh (H : Matrix X X ℝ) (f : X → ℝ) : ℝ := energy H f / ∑ x, f x ^ 2

/-- The function `g` changes sign under the symmetry operation `P`. -/
def IsOdd (P : X → X) (g : X → ℝ) : Prop := ∀ x, g (P x) = -g x

/-- The function `f` is supported in the positive nodal pocket of the trial function `t`. -/
def InPocket (t f : X → ℝ) : Prop := ∀ x, f x ≠ 0 → 0 < t x

/-- The antisymmetrised function `f - P f`. -/
def antisymm (P : X → X) (f : X → ℝ) : X → ℝ := fun x => f x - f (P x)

/-- The fixed-node setting: `P` is an involution, `H` is `P`-invariant, the trial function `t`
is odd, and `H` does not connect configurations where `t` has opposite signs. -/
structure FixedNode (H : Matrix X X ℝ) (P : X → X) (t : X → ℝ) : Prop where
  invol : Function.Involutive P
  invariant : ∀ x y, H (P x) (P y) = H x y
  odd : IsOdd P t
  noCross : ∀ x y, t x * t y < 0 → H x y = 0

/-- The infimum of the Rayleigh quotient over nonzero odd functions, meant for the case that
such functions exist. -/
def oddEnergy (H : Matrix X X ℝ) (P : X → X) : ℝ :=
  sInf {E | ∃ g, IsOdd P g ∧ g ≠ 0 ∧ rayleigh H g = E}

/-- The infimum of the Rayleigh quotient over nonzero functions supported where `t > 0`, meant
for a trial function that is positive somewhere. -/
def pocketEnergy (H : Matrix X X ℝ) (t : X → ℝ) : ℝ :=
  sInf {E | ∃ f, InPocket t f ∧ f ≠ 0 ∧ rayleigh H f = E}

/-- A sum over all configurations is unchanged when they are relabelled by an involution. -/
theorem sum_reflect {P : X → X} (hP : Function.Involutive P) (F : X → ℝ) :
    ∑ x, F (P x) = ∑ x, F x :=
  Equiv.sum_comp (Function.Involutive.toPerm P hP) F

/-- In the fixed-node setting, antisymmetrising a function supported in the positive pocket
doubles its energy form. -/
theorem energy_antisymm {H : Matrix X X ℝ} {P : X → X} {t f : X → ℝ}
    (h : FixedNode H P t) (hf : InPocket t f) :
    energy H (antisymm P f) = 2 * energy H f := by
  -- a cross term would need a matrix element across the node
  have hterm : ∀ x y, (f x - f (P x)) * H x y * (f y - f (P y)) =
      f x * H x y * f y + f (P x) * H (P x) (P y) * f (P y) := by
    intro x y
    have c1 : f x * H x y * f (P y) = 0 := by
      by_cases a : f x = 0
      · simp [a]
      by_cases b : f (P y) = 0
      · simp [b]
      have hb := hf _ b
      rw [h.odd y] at hb
      rw [h.noCross x y (mul_neg_of_pos_of_neg (hf _ a) (by linarith))]
      ring
    have c2 : f (P x) * H x y * f y = 0 := by
      by_cases a : f (P x) = 0
      · simp [a]
      by_cases b : f y = 0
      · simp [b]
      have ha := hf _ a
      rw [h.odd x] at ha
      rw [h.noCross x y (mul_neg_of_neg_of_pos (by linarith) (hf _ b))]
      ring
    rw [h.invariant]
    linear_combination -c1 - c2
  have e : ∑ x, ∑ y, f (P x) * H (P x) (P y) * f (P y) = energy H f :=
    calc ∑ x, ∑ y, f (P x) * H (P x) (P y) * f (P y)
        = ∑ x, ∑ y, f (P x) * H (P x) y * f y :=
          sum_congr rfl fun x _ =>
            sum_reflect h.invol (fun y => f (P x) * H (P x) y * f y)
      _ = energy H f := sum_reflect h.invol (fun x => ∑ y, f x * H x y * f y)
  calc energy H (antisymm P f)
      = ∑ x, ∑ y, (f x * H x y * f y + f (P x) * H (P x) (P y) * f (P y)) :=
        sum_congr rfl fun x _ => sum_congr rfl fun y _ => hterm x y
    _ = energy H f + ∑ x, ∑ y, f (P x) * H (P x) (P y) * f (P y) := by
        simp only [sum_add_distrib, energy]
    _ = 2 * energy H f := by rw [e]; ring

/-- In the fixed-node setting, a nonzero function `f` supported in the positive pocket gives a
nonzero odd function `f - P f` with the same Rayleigh quotient. -/
theorem rayleigh_antisymm {H : Matrix X X ℝ} {P : X → X} {t f : X → ℝ}
    (h : FixedNode H P t) (hf : InPocket t f) (h0 : f ≠ 0) :
    IsOdd P (antisymm P f) ∧ antisymm P f ≠ 0 ∧
      rayleigh H (antisymm P f) = rayleigh H f := by
  -- `f` and its mirror image do not overlap
  have disj : ∀ x, f x ≠ 0 → f (P x) = 0 := by
    intro x hx
    by_contra hp
    have h1 := hf _ hx
    have h2 := hf _ hp
    rw [h.odd x] at h2
    linarith
  refine ⟨fun x => ?_, fun hz => h0 ?_, ?_⟩
  · simp only [antisymm, h.invol x]
    ring
  · funext x
    by_contra hx
    have hx' : f x ≠ 0 := hx
    have h1 : f x - f (P x) = 0 := congrFun hz x
    rw [disj x hx', sub_zero] at h1
    exact hx' h1
  · have hn : ∑ x, antisymm P f x ^ 2 = 2 * ∑ x, f x ^ 2 := by
      have ht : ∀ x, antisymm P f x ^ 2 = f x ^ 2 + f (P x) ^ 2 := by
        intro x
        have hx : f x * f (P x) = 0 := by
          by_cases a : f x = 0
          · simp [a]
          · simp [disj x a]
        simp only [antisymm]
        linear_combination -2 * hx
      rw [sum_congr rfl fun x _ => ht x, sum_add_distrib,
        sum_reflect h.invol (fun x => f x ^ 2)]
      ring
    rw [rayleigh, rayleigh, energy_antisymm h hf, hn]
    exact mul_div_mul_left _ _ two_ne_zero

/-- The Rayleigh quotient of a nonzero function is bounded below by minus the sum of the
absolute values of all matrix elements. -/
theorem rayleigh_lower (H : Matrix X X ℝ) {f : X → ℝ} (h0 : f ≠ 0) :
    -(∑ x, ∑ y, |H x y|) ≤ rayleigh H f := by
  obtain ⟨z, hz⟩ := Function.ne_iff.mp h0
  have hz' : f z ≠ 0 := hz
  have hN : ∀ x, f x ^ 2 ≤ ∑ x, f x ^ 2 := fun x =>
    single_le_sum (f := fun x => f x ^ 2) (fun i _ => sq_nonneg (f i)) (mem_univ x)
  have hpos : 0 < ∑ x, f x ^ 2 := lt_of_lt_of_le (by positivity) (hN z)
  rw [rayleigh, le_div_iff₀ hpos]
  generalize (∑ x, f x ^ 2) = N at hN hpos
  have e : -(∑ x, ∑ y, |H x y|) * N = ∑ x, ∑ y, -(|H x y| * N) := by
    simp only [sum_mul, neg_mul, sum_neg_distrib]
  rw [e]
  refine sum_le_sum fun x _ => sum_le_sum fun y _ => ?_
  have h1 : |f x * f y| ≤ N := abs_le.mpr
    ⟨by nlinarith [sq_nonneg (f x + f y), hN x, hN y],
      by nlinarith [sq_nonneg (f x - f y), hN x, hN y]⟩
  have h2 := mul_le_mul_of_nonneg_left h1 (abs_nonneg (H x y))
  have h3 := neg_abs_le (H x y * (f x * f y))
  rw [abs_mul] at h3
  have h4 : f x * H x y * f y = H x y * (f x * f y) := by ring
  rw [h4]
  linarith

/-- In the fixed-node setting with a nonzero trial function, the pocket energy is at least the
lowest energy of the odd sector. -/
theorem oddEnergy_le_pocketEnergy {H : Matrix X X ℝ} {P : X → X} {t : X → ℝ}
    (h : FixedNode H P t) (ht : t ≠ 0) : oddEnergy H P ≤ pocketEnergy H t := by
  refine le_csInf ?_ ?_
  · -- the positive part of `t` lives in the pocket
    refine ⟨_, fun x => max (t x) 0, fun x hx => ?_, fun hz => ht ?_, rfl⟩
    · by_contra hn
      exact hx (max_eq_right (not_lt.mp hn))
    · funext x
      have h1 : max (t x) 0 = 0 := congrFun hz x
      have h2 : max (t (P x)) 0 = 0 := congrFun hz (P x)
      have h3 := le_max_left (t x) 0
      have h4 := le_max_left (t (P x)) 0
      rw [h.odd x] at h2 h4
      change t x = 0
      linarith
  · rintro E ⟨f, hf, h0, rfl⟩
    obtain ⟨ho, hne, hr⟩ := rayleigh_antisymm h hf h0
    refine csInf_le ⟨-(∑ x, ∑ y, |H x y|), ?_⟩ ⟨_, ho, hne, hr⟩
    rintro E ⟨g, -, hg, rfl⟩
    exact rayleigh_lower H hg

/-- In the fixed-node setting, if a nonzero odd function attains the lowest odd-sector energy
and vanishes wherever `t` vanishes, then the pocket energy equals that energy. -/
theorem pocketEnergy_exact {H : Matrix X X ℝ} {P : X → X} {t g : X → ℝ}
    (h : FixedNode H P t) (hg : IsOdd P g) (h0 : g ≠ 0)
    (hnode : ∀ x, t x = 0 → g x = 0) (hmin : rayleigh H g = oddEnergy H P) :
    pocketEnergy H t = oddEnergy H P := by
  have ht : t ≠ 0 := fun hz => h0 (funext fun x => hnode x (congrFun hz x))
  refine le_antisymm ?_ (oddEnergy_le_pocketEnergy h ht)
  -- cut `g` down to the positive pocket
  let f : X → ℝ := fun x => if 0 < t x then g x else 0
  have hf : InPocket t f := by
    intro x hx
    by_contra hn
    exact hx (if_neg hn)
  have hfg : antisymm P f = g := by
    funext x
    change (if 0 < t x then g x else 0) - (if 0 < t (P x) then g (P x) else 0) = g x
    rw [h.odd x, hg x]
    rcases lt_trichotomy (t x) 0 with hx | hx | hx
    · rw [if_neg (by linarith), if_pos (by linarith)]
      ring
    · rw [if_neg (by linarith), if_neg (by linarith), hnode x hx]
      ring
    · rw [if_pos hx, if_neg (by linarith)]
      ring
  have hf0 : f ≠ 0 := by
    intro hz
    apply h0
    rw [← hfg, hz]
    funext x
    simp [antisymm]
  have hr := (rayleigh_antisymm h hf hf0).2.2
  rw [hfg] at hr
  rw [← hmin, hr]
  refine csInf_le ⟨-(∑ x, ∑ y, |H x y|), ?_⟩ ⟨f, hf, hf0, rfl⟩
  rintro E ⟨k, -, hk, rfl⟩
  exact rayleigh_lower H hk

/-- The three-site hopping chain with mirror symmetry and a trial function that vanishes on the
middle site is an instance of the fixed-node setting. -/
theorem fixedNode_witness :
    FixedNode (!![2, -1, 0; -1, 2, -1; 0, -1, 2] : Matrix (Fin 3) (Fin 3) ℝ)
      ![2, 1, 0] ![1, 0, -1] where
  invol := by intro x; fin_cases x <;> rfl
  invariant := by intro x y; fin_cases x <;> fin_cases y <;> simp
  odd := by intro x; fin_cases x <;> simp
  noCross := by intro x y; fin_cases x <;> fin_cases y <;> norm_num

/-- Two sites joined by a hop across the node: `H` is invariant under the exchange of the sites
and `t` is odd, yet a pocket function has energy 0 while every nonzero odd function has
energy 1. -/
theorem crossing_counterexample :
    let H : Matrix (Fin 2) (Fin 2) ℝ := !![0, -1; -1, 0]
    let P : Fin 2 → Fin 2 := ![1, 0]
    let t : Fin 2 → ℝ := ![1, -1]
    (∀ x y, H (P x) (P y) = H x y) ∧ IsOdd P t ∧
      InPocket t ![1, 0] ∧ rayleigh H ![1, 0] = 0 ∧
      ∀ g, IsOdd P g → g ≠ 0 → rayleigh H g = 1 := by
  intro H P t
  refine ⟨?_, ?_, ?_, ?_, ?_⟩
  · intro x y
    fin_cases x <;> fin_cases y <;> simp [H, P]
  · intro x
    fin_cases x <;> simp [P, t]
  · intro x
    fin_cases x <;> simp [t]
  · simp [rayleigh, energy, H, Fin.sum_univ_two]
  · intro g hg h0
    have h1 : g 1 = -g 0 := hg 0
    have h2 : g 0 ≠ 0 := by
      intro hz
      apply h0
      funext i
      fin_cases i <;> simp [h1, hz]
    have num : energy H g = 2 * g 0 ^ 2 := by
      simp [energy, H, Fin.sum_univ_two, h1]
      ring
    have den : ∑ x, g x ^ 2 = 2 * g 0 ^ 2 := by
      rw [Fin.sum_univ_two, h1]
      ring
    rw [rayleigh, num, den]
    exact div_self (by positivity)

end

end FixedNodeExcitedState
```

```lean
#print axioms FixedNodeExcitedState.oddEnergy_le_pocketEnergy
#print axioms FixedNodeExcitedState.pocketEnergy_exact
#print axioms FixedNodeExcitedState.crossing_counterexample
```

```
'FixedNodeExcitedState.oddEnergy_le_pocketEnergy' depends on axioms: [propext, Classical.choice, Quot.sound]
'FixedNodeExcitedState.pocketEnergy_exact' depends on axioms: [propext, Classical.choice, Quot.sound]
'FixedNodeExcitedState.crossing_counterexample' depends on axioms: [propext, Classical.choice, Quot.sound]
```

## How the lemmas carry the argument

`sum_reflect` is the relabelling of a sum by $P$. In `energy_antisymm`, the facts `c1` and `c2` are the two vanishing cross terms; each splits on whether a function value is zero and otherwise applies `noCross`. The step `linear_combination -c1 - c2` removes them from the expanded product. The fact `e` then relabels first $y$ and then $x$, which gives the second copy of $E[f]$.

In `rayleigh_antisymm`, `disj` is the absence of overlap and `hn` the doubling of the norm. The final `mul_div_mul_left` cancels the common factor 2.

`rayleigh_lower` proves the lower bound term by term, with `nlinarith` deriving $|f(x)f(y)|\le N[f]$ from the squares of $f(x)\pm f(y)$. The main theorem uses it in `csInf_le`, while `le_csInf` asks for the nonzero pocket function $\max(t,0)$. In `pocketEnergy_exact`, `lt_trichotomy` produces the three cases for the sign of $t(x)$.

`fixedNode_witness` checks the four hypotheses for a three-site chain with $t=(1,0,-1)$, entry by entry. There the pocket is site 0, with energy 2, and the odd functions are the multiples of $t$, also with energy 2.

## Two sites with a hop across the node

Take sites 0 and 1, let $P$ exchange them, and set

$$H=\begin{pmatrix}0&-1\\-1&0\end{pmatrix},\qquad t=(1,-1).$$

All the hypotheses hold except `noCross`, because $t(0)t(1)<0$ while $H_{01}=-1$. The pocket function $(1,0)$ has energy 0. Every nonzero odd function is a multiple of $(1,-1)$, with $E=2$ and $N=2$ for this representative, so its energy is 1. The pocket value lies below the odd energy, and the bound fails.

`crossing_counterexample` obtains this by writing $g(1)=-g(0)$ for an odd $g$, which makes both $E[g]$ and $N[g]$ equal to $2g(0)^2$. Antisymmetrising $(1,0)$ raises the energy from 0 to 1, and the whole increase comes from the cross terms that `noCross` would remove.
